# With other neighbours present and a nonzero softmax output, damping an entering neighbour's value leaves a jump and damping its weight does not

Take one neighbour with logit 0 and value \(v\), let a second one enter with logit 0 and value \(u\), and let \(c\) be a damping factor that goes to 0 at the cutoff. If \(c\) multiplies the value \(u\), the softmax output is \((v+cu)/2\), which tends to \(v/2\), although the output without the second neighbour is \(v\); if \(c\) multiplies the second neighbour's weight, the output is \((v+cu)/(1+c)\), which tends to \(v\).

```lean
import Mathlib

open Filter Topology

namespace AttentionCutoff

noncomputable section

variable {ι : Type*} [Fintype ι] {E : Type*} [NormedAddCommGroup E] [NormedSpace ℝ E]

/-- The unnormalised softmax weights, the exponentials of the logits. -/
def expWeight (ℓ : ι → ℝ) : ι → ℝ := fun i => Real.exp (ℓ i)

/-- The sum of the attention weights over all neighbours. -/
def weightSum (w : ι → ℝ) : ℝ := ∑ i, w i

/-- The attention output: the weighted sum of the values divided by the weight sum.
Its domain is the weights with nonzero sum. -/
def output (w : ι → ℝ) (v : ι → E) : E := (weightSum w)⁻¹ • ∑ i, w i • v i

/-- A list of neighbour data `f`, extended by the datum `x` of one entering neighbour. -/
def withNew {α : Type*} (x : α) (f : ι → α) : Option ι → α := fun j => j.elim x f

/-- Softmax output when a neighbour with logit `a` enters and its value `u` is
multiplied by `c`. -/
def valueDamped (ℓ : ι → ℝ) (v : ι → E) (a : ℝ) (u : E) (c : ℝ) : E :=
  output (withNew (Real.exp a) (expWeight ℓ)) (withNew (c • u) v)

/-- Attention output when a neighbour with value `u` enters and its weight `exp a` is
multiplied by `c`. Its domain is the `c` for which the total weight is nonzero. -/
def weightDamped (ℓ : ι → ℝ) (v : ι → E) (a : ℝ) (u : E) (c : ℝ) : E :=
  output (withNew (c * Real.exp a) (expWeight ℓ)) (withNew u v)

/-- The softmax weight sum over at least one neighbour is positive. -/
theorem weightSum_pos [Nonempty ι] (ℓ : ι → ℝ) : 0 < weightSum (expWeight ℓ) :=
  Finset.sum_pos (fun i _ => Real.exp_pos (ℓ i)) Finset.univ_nonempty

/-- Adding a neighbour of weight `p` and value `u` mixes the old output with `u` in
proportion to the weights, provided the old and new weight sums are nonzero. -/
theorem output_withNew (w : ι → ℝ) (v : ι → E) (p : ℝ) (u : E)
    (hS : weightSum w ≠ 0) (hp : weightSum w + p ≠ 0) :
    (weightSum w + p) • output (withNew p w) (withNew u v)
      = weightSum w • output w v + p • u := by
  have h1 : weightSum (withNew p w) = weightSum w + p := by
    simp [weightSum, withNew, Fintype.sum_option, add_comm]
  unfold output
  -- both normalisations cancel and the sums can be compared directly
  rw [h1, smul_inv_smul₀ hp, smul_inv_smul₀ hS]
  simp [withNew, Fintype.sum_option, add_comm]

/-- With at least one other neighbour, damping only the value of the entering neighbour
makes the output tend to `S / (S + exp a)` times the old output as `c` decreases to 0. -/
theorem tendsto_valueDamped [Nonempty ι] (ℓ : ι → ℝ) (v : ι → E) (a : ℝ) (u : E) :
    Tendsto (fun c => valueDamped ℓ v a u c) (𝓝[>] (0 : ℝ))
      (𝓝 ((weightSum (expWeight ℓ) / (weightSum (expWeight ℓ) + Real.exp a)) •
        output (expWeight ℓ) v)) := by
  have hS := weightSum_pos ℓ
  have hp := add_pos hS (Real.exp_pos a)
  -- closed form at every value of the damping factor
  have hform : ∀ c : ℝ, valueDamped ℓ v a u c
      = (weightSum (expWeight ℓ) + Real.exp a)⁻¹ •
        (weightSum (expWeight ℓ) • output (expWeight ℓ) v + Real.exp a • c • u) := by
    intro c
    rw [eq_inv_smul_iff₀ hp.ne']
    exact output_withNew (expWeight ℓ) v (Real.exp a) (c • u) hS.ne' hp.ne'
  have hcont : Continuous (fun c : ℝ => (weightSum (expWeight ℓ) + Real.exp a)⁻¹ •
      (weightSum (expWeight ℓ) • output (expWeight ℓ) v + Real.exp a • c • u)) := by
    fun_prop
  have h0 : (weightSum (expWeight ℓ) + Real.exp a)⁻¹ •
      (weightSum (expWeight ℓ) • output (expWeight ℓ) v + Real.exp a • (0 : ℝ) • u)
      = (weightSum (expWeight ℓ) / (weightSum (expWeight ℓ) + Real.exp a)) •
        output (expWeight ℓ) v := by
    rw [zero_smul, smul_zero, add_zero, smul_smul, div_eq_inv_mul]
  rw [← h0]
  exact ((hcont.tendsto 0).mono_left nhdsWithin_le_nhds).congr (fun c => (hform c).symm)

/-- With at least one other neighbour, `S / (S + exp a)` times the old output differs from
the old output by a vector of norm `exp a / (S + exp a)` times the norm of the old output. -/
theorem jump_norm [Nonempty ι] (ℓ : ι → ℝ) (v : ι → E) (a : ℝ) :
    ‖(weightSum (expWeight ℓ) / (weightSum (expWeight ℓ) + Real.exp a)) •
        output (expWeight ℓ) v - output (expWeight ℓ) v‖
      = Real.exp a / (weightSum (expWeight ℓ) + Real.exp a) * ‖output (expWeight ℓ) v‖ := by
  have hp := add_pos (weightSum_pos ℓ) (Real.exp_pos a)
  have hk : weightSum (expWeight ℓ) / (weightSum (expWeight ℓ) + Real.exp a)
      = 1 - Real.exp a / (weightSum (expWeight ℓ) + Real.exp a) := by
    rw [eq_sub_iff_add_eq, ← add_div, div_self hp.ne']
  rw [hk, sub_smul, one_smul, sub_sub_cancel_left, norm_neg, norm_smul,
    Real.norm_of_nonneg (div_pos (Real.exp_pos a) hp).le]

/-- With at least one other neighbour and `c ≥ 0`, damping the weight shifts the old output
towards `u` by the fraction `c exp a / (S + c exp a)`. -/
theorem weightDamped_sub [Nonempty ι] (ℓ : ι → ℝ) (v : ι → E) (a : ℝ) (u : E)
    {c : ℝ} (hc : 0 ≤ c) :
    weightDamped ℓ v a u c - output (expWeight ℓ) v
      = (c * Real.exp a / (weightSum (expWeight ℓ) + c * Real.exp a)) •
        (u - output (expWeight ℓ) v) := by
  have hS := weightSum_pos ℓ
  have hp := add_pos_of_pos_of_nonneg hS (mul_nonneg hc (Real.exp_pos a).le)
  have h : (weightSum (expWeight ℓ) + c * Real.exp a) • weightDamped ℓ v a u c
      = weightSum (expWeight ℓ) • output (expWeight ℓ) v + (c * Real.exp a) • u :=
    output_withNew (expWeight ℓ) v (c * Real.exp a) u hS.ne' hp.ne'
  rw [div_eq_inv_mul, mul_smul, eq_inv_smul_iff₀ hp.ne', smul_sub, h]
  module

/-- With at least one other neighbour, damping the weight of the entering neighbour makes
the output tend to the old output as `c` decreases to 0. -/
theorem tendsto_weightDamped [Nonempty ι] (ℓ : ι → ℝ) (v : ι → E) (a : ℝ) (u : E) :
    Tendsto (fun c => weightDamped ℓ v a u c) (𝓝[>] (0 : ℝ))
      (𝓝 (output (expWeight ℓ) v)) := by
  have hS := weightSum_pos ℓ
  -- the admixed fraction vanishes with the damping factor
  have hs : Tendsto (fun c : ℝ => c * Real.exp a / (weightSum (expWeight ℓ) + c * Real.exp a))
      (𝓝 0) (𝓝 0) := by
    have h : ContinuousAt
        (fun c : ℝ => c * Real.exp a / (weightSum (expWeight ℓ) + c * Real.exp a)) 0 :=
      ContinuousAt.div (by fun_prop) (by fun_prop) (by simpa using hS.ne')
    simpa using h.tendsto
  have h := ((hs.mono_left (nhdsWithin_le_nhds (s := Set.Ioi 0))).smul_const
    (u - output (expWeight ℓ) v)).const_add (output (expWeight ℓ) v)
  rw [zero_smul, add_zero] at h
  refine h.congr' ?_
  filter_upwards [self_mem_nhdsWithin] with c hc
  rw [← weightDamped_sub ℓ v a u (Set.mem_Ioi.mp hc).le]
  abel

/-- For softmax attention over at least one neighbour, damping the value of an entering
neighbour gives the limit `S / (S + exp a)` times the old output, which is not the old output
if that is nonzero; damping its weight gives the old output as limit. -/
theorem softmax_cutoff [Nonempty ι] (ℓ : ι → ℝ) (v : ι → E) (a : ℝ) (u : E) :
    Tendsto (fun c => valueDamped ℓ v a u c) (𝓝[>] (0 : ℝ))
      (𝓝 ((weightSum (expWeight ℓ) / (weightSum (expWeight ℓ) + Real.exp a)) •
        output (expWeight ℓ) v)) ∧
    (output (expWeight ℓ) v ≠ 0 →
      (weightSum (expWeight ℓ) / (weightSum (expWeight ℓ) + Real.exp a)) •
        output (expWeight ℓ) v ≠ output (expWeight ℓ) v) ∧
    Tendsto (fun c => weightDamped ℓ v a u c) (𝓝[>] (0 : ℝ))
      (𝓝 (output (expWeight ℓ) v)) := by
  refine ⟨tendsto_valueDamped ℓ v a u, ?_, tendsto_weightDamped ℓ v a u⟩
  intro ho h
  -- a vanishing jump contradicts its positive norm
  have hj := jump_norm ℓ v a
  rw [h, sub_self, norm_zero] at hj
  have hpos := mul_pos (div_pos (Real.exp_pos a)
    (add_pos (weightSum_pos ℓ) (Real.exp_pos a))) (norm_pos_iff.mpr ho)
  linarith

/-- If there is no other neighbour, the weight-damped output equals the full value `u` of
the entering neighbour for every `c > 0`. -/
theorem weightDamped_of_isEmpty [IsEmpty ι] (ℓ : ι → ℝ) (v : ι → E) (a : ℝ) (u : E)
    {c : ℝ} (hc : 0 < c) : weightDamped ℓ v a u c = u := by
  have hp : c * Real.exp a ≠ 0 := (mul_pos hc (Real.exp_pos a)).ne'
  simp only [weightDamped, output, weightSum, withNew, Fintype.sum_option, Option.elim_none,
    Option.elim_some, Finset.univ_eq_empty, Finset.sum_empty, add_zero]
  exact inv_smul_smul₀ hp u

end

end AttentionCutoff
```

```lean
#print axioms AttentionCutoff.softmax_cutoff
-- 'AttentionCutoff.softmax_cutoff' depends on axioms: [propext, Classical.choice, Quot.sound]
#print axioms AttentionCutoff.weightDamped_of_isEmpty
-- 'AttentionCutoff.weightDamped_of_isEmpty' depends on axioms: [propext, Classical.choice, Quot.sound]
```

## An atom crossing the cutoff of an attention layer

In an interatomic potential with attention, an atom collects information from the neighbours inside a cutoff radius. Each neighbour \(i\) has a logit \(\ell_i\), which is a real score, and a value \(v_i\), which is the feature it contributes. The unnormalised softmax weights are the exponentials \(e^{\ell_i}\), and the output is the sum of the values with these weights, divided by the sum of the weights,

\[
S=\sum_i e^{\ell_i},\qquad o=\frac1S\sum_i e^{\ell_i}v_i .
\]

In the file the neighbours are the elements of a finite type `ι`, and `[Nonempty ι]` says that there is at least one. The sum \(S\) is `weightSum (expWeight ℓ)` and the output \(o\) is `output (expWeight ℓ) v`. The values lie in `E`, an arbitrary real normed space, so a scalar feature, a vector or a list of tensor components all qualify. No rotational symmetry is assumed or used.

The entering atom has logit \(a\) and value \(u\). The enlarged neighbourhood is indexed by `Option ι`, which has one element more than `ι`: the extra element `none` is the entering atom, and the elements `some i` are the old ones. The function `withNew` builds the enlarged lists of weights and values. Both kinds of damping are then the same `output` formula applied to different lists:

- `valueDamped ℓ v a u c` keeps the weight \(e^a\) and replaces \(u\) by \(cu\).
- `weightDamped ℓ v a u c` keeps the value \(u\) and replaces \(e^a\) by \(c\,e^a\), in the numerator and in the normalisation.

The number \(c\) stands for a cutoff function evaluated at the entering atom's distance, positive inside the cutoff radius and going to 0 at it. The filter `𝓝[>] (0 : ℝ)` expresses that \(c\) approaches 0 through positive numbers. Just outside the radius the atom is absent from the list, and the output is \(o\).

The theorem `softmax_cutoff` makes three statements for at least one old neighbour. With value damping, the output tends to \(\frac{S}{S+e^a}\,o\). If \(o\neq0\), this limit is different from \(o\). With weight damping, the output tends to \(o\).

The logit \(a\) is a fixed real number, which stands for a score that stays finite as the atom reaches the cutoff. The old logits and values, and \(u\), are held fixed as well, whereas in a trained model they generally change with the geometry. The weight-damping limit concerns continuity of the output as \(c\) goes to 0. It says nothing about derivatives with respect to atomic positions, and hence nothing about forces.

For molecular dynamics the result matters because a jump in an atom's features can become a jump in the potential energy when a neighbour crosses the cutoff, if the later layers pass it on; the theorem treats a single attention sum with fixed logits and values, not the energy of a whole network.

## One mixing formula for both kinds of damping

Since every exponential is positive and there is at least one neighbour, \(S>0\). The definition of \(o\) can therefore be written as \(\sum_i e^{\ell_i}v_i=S\,o\).

Now add a neighbour with weight \(p\ge0\) and value \(x\). The weight sum becomes \(S+p\), the weighted sum of values becomes \(S\,o+p\,x\), and the new output is

\[
o'=\frac{S\,o+p\,x}{S+p}.
\]

The old neighbours thus act together like a single neighbour of weight \(S\) and value \(o\), which is why the opening example with two neighbours already shows the general behaviour.

For value damping, put \(p=e^a\) and \(x=cu\):

\[
o'_{\text{value}}(c)=\frac{S\,o+c\,e^a u}{S+e^a}\;\longrightarrow\;\frac{S}{S+e^a}\,o\qquad(c\to0^+).
\]

The denominator does not contain \(c\). At the cutoff the entering atom contributes nothing to the numerator but still takes its full share of the normalisation. The difference from the old output is

\[
\frac{S}{S+e^a}\,o-o=-\frac{e^a}{S+e^a}\,o,
\]

and its norm is \(\frac{e^a}{S+e^a}\|o\|\). The fraction is positive, so the jump is nonzero whenever \(o\) is. Its size relative to \(\|o\|\) is the normalised softmax weight \(\frac{e^a}{S+e^a}\) that the entering atom has in the enlarged neighbourhood, which is one half in the opening example.

For weight damping, put \(p=c\,e^a\) and \(x=u\), and subtract \(o\):

\[
o'_{\text{weight}}(c)-o
=\frac{S\,o+c\,e^a u-(S+c\,e^a)\,o}{S+c\,e^a}
=\frac{c\,e^a}{S+c\,e^a}\,(u-o).
\]

As \(c\) goes to 0, the numerator of the fraction goes to 0 and its denominator goes to \(S>0\). The deviation vanishes, and the output tends to \(o\).

## An atom with no other neighbour

If the entering atom is the only one, the sums contain its term alone, and for every \(c>0\)

\[
o'_{\text{weight}}(c)=\frac{c\,e^a u}{c\,e^a}=u .
\]

The normalisation cancels the damping, and the atom enters with its full value however small \(c\) is. This is `weightDamped_of_isEmpty`. The output of an empty neighbourhood is formally \(0/0\), which Lean's definition evaluates to 0; with that value, weight damping fails to remove the jump at the first neighbour whenever \(u\neq0\). This is the case that `[Nonempty ι]` keeps out of the main theorem.

## From the mixing formula to the Lean proofs

`weightSum_pos` is the statement \(S>0\): a sum of positive terms over a nonempty finite set is positive.

`output_withNew` is the mixing formula, multiplied through by \(S+p\) so that no division is left. It holds for arbitrary real weights, provided that the old and new weight sums are nonzero. Its first step, `h1`, splits the sum over `Option ι` into the new term and the old terms. The two uses of `smul_inv_smul₀` then cancel each normalisation against its weight sum, and the remaining sums agree by the same splitting.

`tendsto_valueDamped` first proves the closed form of \(o'_{\text{value}}(c)\) as `hform`, for every real \(c\). The lemma `eq_inv_smul_iff₀` moves the factor \((S+e^a)^{-1}\) to the other side, where `output_withNew` applies. Then `fun_prop` shows that the closed form is continuous in \(c\), and `h0` evaluates it at \(c=0\). The last line restricts the limit at 0 to positive \(c\) and replaces the closed form by `valueDamped`.

`jump_norm` computes the size of the jump. It writes \(\frac{S}{S+e^a}\) as \(1-\frac{e^a}{S+e^a}\), so that the difference becomes \(-\frac{e^a}{S+e^a}\,o\), and then takes the norm; the positive fraction comes out unchanged.

`weightDamped_sub` is the exact deviation formula, for all \(c\ge0\). That condition keeps \(S+c\,e^a\) positive. The proof clears the denominator, inserts the mixing formula as `h`, and leaves an identity between linear combinations of \(o\) and \(u\), which `module` settles.

`tendsto_weightDamped` shows in `hs` that the fraction \(\frac{c\,e^a}{S+c\,e^a}\) tends to 0, using continuity of a quotient whose denominator at \(c=0\) is \(S\neq0\). Multiplying by the fixed vector \(u-o\) and adding \(o\) gives a function with limit \(o\). The `filter_upwards` step identifies this function with `weightDamped` for positive \(c\), by the deviation formula.

`softmax_cutoff` combines the two limits and proves the inequality between them by contradiction. If \(\frac{S}{S+e^a}\,o\) were equal to \(o\), the left side of `jump_norm` would be 0. For \(o\neq0\) the right side is a product of two positive numbers, and `linarith` closes the contradiction.
